# Counting configurations of a binary lattice gives the ideal mixing entropy to within $\log(N+1)$

Four lattice sites holding two solute atoms have 6 configurations. If these are equally likely, the configurational entropy is $\log 6\approx1.792$ in units of the Boltzmann constant. The ideal mixing formula gives $4\log 2\approx2.773$ for the same cell. This single comparison does not show how large the discrepancy may be for another cell, or whether it becomes negligible per site in a large one.

Let $N$ sites hold $k$ solute atoms, with $0\le k\le N$, and let the composition $x$ satisfy $Nx=k$. With $S(x)=-x\log x-(1-x)\log(1-x)$, the bound is

$$N S(x)-\log(N+1)\;\le\;\log\binom Nk\;\le\;N S(x).$$

The binomial coefficient counts placements of identical solute atoms on distinguishable sites, the remaining sites being filled by the other species. That the logarithm of this count is an entropy is Boltzmann's postulate for equally likely configurations; it is the physical reading of the theorem and not part of its proof. The result supports the ideal mixing term in alloy free energies and bounds its finite-cell error, for two species without interactions or short-range order.

```lean
import Mathlib

open Finset Filter Topology

namespace IdealMixingEntropy

noncomputable section
```

## Entropy and occupation probabilities

The function `mixingEntropy` is $S$, per site and with natural logarithms. Lean sets $\log 0=0$, which supplies the convention $0\log0=0$ for the pure components.

```lean
/-- Ideal mixing entropy per site, in units of the Boltzmann constant, at composition `x`. -/
def mixingEntropy (x : ℝ) : ℝ := -x * Real.log x - (1 - x) * Real.log (1 - x)
```

Now let each site hold a solute atom independently with probability $x$. The probability of finding $j$ of them in total is

$$w_j=\binom Nj x^j(1-x)^{N-j}.$$

This is `compositionWeight N x j`. The random occupation is a device for estimating the count; the bound itself concerns a fixed $k$.

```lean
/-- Probability of finding `j` solute atoms on `N` sites when each site independently
holds a solute atom with probability `x`. -/
def compositionWeight (N : ℕ) (x : ℝ) (j : ℕ) : ℝ :=
  (N.choose j : ℝ) * (x ^ j * (1 - x) ^ (N - j))
```

By the binomial theorem, $\sum_{j=0}^N w_j=(x+(1-x))^N=1$. The proof applies `add_pow` and matches the summands. As algebra, the identity holds for every real $x$.

```lean
/-- The probabilities of all possible numbers of solute atoms add up to one. -/
theorem sum_compositionWeight (N : ℕ) (x : ℝ) :
    ∑ j ∈ range (N + 1), compositionWeight N x j = 1 := by
  have h := add_pow x (1 - x) N
  rw [add_sub_cancel, one_pow] at h
  rw [h]
  refine Finset.sum_congr rfl fun j _ => ?_
  unfold compositionWeight
  ring
```

## The most probable number of solute atoms

From $(j+1)\binom N{j+1}=(N-j)\binom Nj$ it follows, for $j<N$, that

$$w_{j+1}\,(j+1)(1-x)=w_j\,(N-j)x.$$

Lean writes $N=j+1+m$ to remove the natural-number subtractions, then multiplies the binomial identity by the common powers with `linear_combination`.

```lean
/-- Relation between the probabilities of `j` and `j + 1` solute atoms. -/
theorem compositionWeight_succ {N j : ℕ} (x : ℝ) (hj : j < N) :
    compositionWeight N x (j + 1) * (((j : ℝ) + 1) * (1 - x)) =
      compositionWeight N x j * (((N : ℝ) - j) * x) := by
  obtain ⟨m, rfl⟩ := Nat.exists_eq_add_of_le (Nat.succ_le_of_lt hj)
  have h := Nat.choose_succ_right_eq (j + 1 + m) j
  have e1 : j + 1 + m - (j + 1) = m := by omega
  have e2 : j + 1 + m - j = m + 1 := by omega
  rw [e2] at h
  have hc : ((j + 1 + m).choose (j + 1) : ℝ) * ((j : ℝ) + 1) =
      ((j + 1 + m).choose j : ℝ) * ((m : ℝ) + 1) := by exact_mod_cast h
  simp only [compositionWeight, Nat.succ_eq_add_one, e1, e2]
  push_cast
  linear_combination x ^ (j + 1) * (1 - x) ^ (m + 1) * hc
```

For $N>0$, the condition $Nx=k$ with $0\le k\le N$ forces $0\le x\le1$. A value of $x$ outside this interval would make $Nx$ negative or larger than $N$.

```lean
/-- The composition of a lattice with at least one site lies between zero and one. -/
theorem composition_mem {N k : ℕ} {x : ℝ} (hN : 0 < N) (hk : k ≤ N)
    (hx : (N : ℝ) * x = k) : 0 ≤ x ∧ x ≤ 1 := by
  have hN' : (0 : ℝ) < N := by exact_mod_cast hN
  have hk' : (k : ℝ) ≤ N := by exact_mod_cast hk
  have hk0 : (0 : ℝ) ≤ k := Nat.cast_nonneg k
  constructor
  · by_contra h
    have := mul_pos hN' (neg_pos.mpr (not_le.mp h))
    nlinarith
  · by_contra h
    have := mul_pos hN' (sub_pos.mpr (not_le.mp h))
    nlinarith
```

The weights therefore are probabilities, and the ratio identity shows where they peak. Note that $k(1-x)=(N-k)x$, because the left side is $k-kx$, the right side is $Nx-kx$, and $Nx=k$. If $j<k$, then

$$(j+1)(1-x)\le k(1-x)=(N-k)x\le(N-j)x,$$

and $(N-j)x>0$, so $w_j\le w_{j+1}$. If $k\le j<N$, then

$$(N-j)x\le(N-k)x=k(1-x)\le(j+1)(1-x),$$

and the last expression is positive, so $w_{j+1}\le w_j$. Hence $w_j\le w_k$ for all $j\le N$. The steps `up` and `down` are these two cases, and two inductions chain them from $j$ to $k$.

```lean
/-- At composition `x` with `N x = k`, no number of solute atoms is more probable than `k`. -/
theorem compositionWeight_le {N k j : ℕ} {x : ℝ} (hN : 0 < N) (hk : k ≤ N) (hj : j ≤ N)
    (hx : (N : ℝ) * x = k) : compositionWeight N x j ≤ compositionWeight N x k := by
  obtain ⟨hx0, hx1⟩ := composition_mem hN hk hx
  have hy0 : 0 ≤ 1 - x := sub_nonneg.mpr hx1
  have hk' : (k : ℝ) ≤ N := by exact_mod_cast hk
  have hw : ∀ i, 0 ≤ compositionWeight N x i := fun i =>
    mul_nonneg (Nat.cast_nonneg _) (mul_nonneg (pow_nonneg hx0 _) (pow_nonneg hy0 _))
  -- below `k` the weights rise
  have up : ∀ i, i < k → compositionWeight N x i ≤ compositionWeight N x (i + 1) := by
    intro i hi
    have hi' : (i : ℝ) + 1 ≤ k := by exact_mod_cast hi
    have hi0 : (0 : ℝ) ≤ i := Nat.cast_nonneg i
    have hxp : 0 < x := by
      rcases hx0.lt_or_eq with h | h
      · exact h
      · rw [← h, mul_zero] at hx
        linarith
    have hB : 0 < ((N : ℝ) - i) * x := mul_pos (by linarith) hxp
    have hAB : ((i : ℝ) + 1) * (1 - x) ≤ ((N : ℝ) - i) * x := by
      have h1 := mul_le_mul_of_nonneg_right hi' hy0
      have h2 := mul_le_mul_of_nonneg_right (show (i : ℝ) ≤ k by linarith) hx0
      nlinarith
    refine le_of_mul_le_mul_right ?_ hB
    rw [← compositionWeight_succ x (lt_of_lt_of_le hi hk)]
    exact mul_le_mul_of_nonneg_left hAB (hw _)
  -- from `k` on they fall
  have down : ∀ i, k ≤ i → i < N →
      compositionWeight N x (i + 1) ≤ compositionWeight N x i := by
    intro i hki hi
    have hki' : (k : ℝ) ≤ i := by exact_mod_cast hki
    have hi' : (i : ℝ) < N := by exact_mod_cast hi
    have hi0 : (0 : ℝ) ≤ i := Nat.cast_nonneg i
    have hyp : 0 < 1 - x := by
      rcases hx1.lt_or_eq with h | h
      · linarith
      · rw [h, mul_one] at hx
        linarith
    have hA : 0 < ((i : ℝ) + 1) * (1 - x) := mul_pos (by linarith) hyp
    have hBA : ((N : ℝ) - i) * x ≤ ((i : ℝ) + 1) * (1 - x) := by
      have h1 := mul_le_mul_of_nonneg_right hki' hx0
      have h2 := mul_le_mul_of_nonneg_right (show (k : ℝ) ≤ i + 1 by linarith) hy0
      nlinarith
    refine le_of_mul_le_mul_right ?_ hA
    rw [compositionWeight_succ x hi]
    exact mul_le_mul_of_nonneg_left hBA (hw _)
  rcases le_total j k with h | h
  · have key : ∀ d, d ≤ k → compositionWeight N x (k - d) ≤ compositionWeight N x k := by
      intro d
      induction d with
      | zero => intro _; simp
      | succ d ih =>
        intro hd
        have h1 := up (k - (d + 1)) (by omega)
        rw [show k - (d + 1) + 1 = k - d by omega] at h1
        exact h1.trans (ih (by omega))
    have h2 := key (k - j) (by omega)
    rwa [show k - (k - j) = j by omega] at h2
  · induction j, h using Nat.le_induction with
    | base => exact le_rfl
    | succ i hi ih => exact (down i hi (by omega)).trans (ih (by omega))
```

## An exact formula for the count

Every single configuration with $k$ solute atoms has the same probability,

$$x^k(1-x)^{N-k}=\exp\bigl(k\log x+(N-k)\log(1-x)\bigr)=e^{-NS(x)},$$

where the last step uses $k=Nx$ and $N-k=N(1-x)$. Therefore $w_k=\binom Nk e^{-NS(x)}$, and taking logarithms gives

$$\log\binom Nk=NS(x)+\log w_k.$$

The auxiliary statement `key` converts each power into an exponential. It treats exponent zero separately, which covers the pure components.

```lean
/-- The logarithm of the number of configurations is the ideal mixing entropy of `N` sites
plus the logarithm of the probability of finding exactly `k` solute atoms. -/
theorem log_choose_eq {N k : ℕ} {x : ℝ} (hk : k ≤ N) (hx : (N : ℝ) * x = k) :
    Real.log (N.choose k) = N * mixingEntropy x + Real.log (compositionWeight N x k) := by
  have key : ∀ (m : ℕ) (y : ℝ), (N : ℝ) * y = m → y ^ m = Real.exp (m * Real.log y) := by
    intro m y hy
    rcases Nat.eq_zero_or_pos m with rfl | hm
    · simp
    · have hm' : (0 : ℝ) < m := by exact_mod_cast hm
      have hy0 : 0 < y := by
        by_contra h
        have := mul_nonneg (Nat.cast_nonneg (α := ℝ) N) (neg_nonneg.mpr (not_lt.mp h))
        nlinarith
      rw [Real.exp_nat_mul, Real.exp_log hy0]
  have h1 : (N : ℝ) * (1 - x) = ((N - k : ℕ) : ℝ) := by
    rw [Nat.cast_sub hk]
    linear_combination -hx
  -- each single configuration has probability `exp (-N S)`
  have h2 : x ^ k * (1 - x) ^ (N - k) = Real.exp (-(N * mixingEntropy x)) := by
    rw [key k x hx, key (N - k) (1 - x) h1, ← Real.exp_add, ← hx, ← h1]
    congr 1
    unfold mixingEntropy
    ring
  have hc : (N.choose k : ℝ) ≠ 0 := by exact_mod_cast (Nat.choose_pos hk).ne'
  rw [compositionWeight, h2, Real.log_mul hc (Real.exp_ne_zero _), Real.log_exp]
  ring
```

## The two bounds

Only $w_k$ remains to be estimated. It is one of $N+1$ nonnegative terms with sum one, so $w_k\le1$. It is also the largest of $N+1$ terms, so

$$1=\sum_{j=0}^N w_j\le(N+1)w_k.$$

Thus $-\log(N+1)\le\log w_k\le0$, and the exact formula yields both bounds. In the code these estimates are `hle` and `hge`.

The hypotheses are `hk`, which says $k\le N$, and `hx`, which says $Nx=k$. Stating the composition without division admits $N=0$: then $k=0$, and all three members of the inequality vanish. For $N=1$ the site is pure, $S=0$, and the bounds read $-\log2\le0\le0$.

```lean
/-- Ideal mixing entropy from counting: for `k` solute atoms on `N` sites, the logarithm of
the number of configurations is at most `N S(x)` and falls short of it by at most `log (N + 1)`. -/
theorem log_choose_bounds {N k : ℕ} {x : ℝ} (hk : k ≤ N) (hx : (N : ℝ) * x = k) :
    N * mixingEntropy x - Real.log (N + 1) ≤ Real.log (N.choose k) ∧
      Real.log (N.choose k) ≤ N * mixingEntropy x := by
  rcases Nat.eq_zero_or_pos N with rfl | hN
  · obtain rfl : k = 0 := by omega
    simp
  obtain ⟨hx0, hx1⟩ := composition_mem hN hk hx
  have hw : ∀ i, 0 ≤ compositionWeight N x i := fun i =>
    mul_nonneg (Nat.cast_nonneg _)
      (mul_nonneg (pow_nonneg hx0 _) (pow_nonneg (sub_nonneg.mpr hx1) _))
  have hs := sum_compositionWeight N x
  have hle : compositionWeight N x k ≤ 1 := by
    rw [← hs]
    exact Finset.single_le_sum (fun i _ => hw i) (mem_range.mpr (by omega))
  -- the largest of `N + 1` weights is at least their mean
  have hge : 1 ≤ ((N : ℝ) + 1) * compositionWeight N x k := by
    have h : ∑ j ∈ range (N + 1), compositionWeight N x j ≤
        ∑ _j ∈ range (N + 1), compositionWeight N x k :=
      Finset.sum_le_sum fun j hj =>
        compositionWeight_le hN hk (by have := mem_range.mp hj; omega) hx
    rw [hs, Finset.sum_const, card_range, nsmul_eq_mul] at h
    push_cast at h
    exact h
  have hN1 : (0 : ℝ) < (N : ℝ) + 1 := by positivity
  have hpos : 0 < compositionWeight N x k := by
    rcases (hw k).lt_or_eq with h | h
    · exact h
    · rw [← h, mul_zero] at hge
      linarith
  have hlog := Real.log_nonneg hge
  rw [Real.log_mul hN1.ne' hpos.ne'] at hlog
  have hlog' := Real.log_nonpos (hw k) hle
  rw [log_choose_eq hk hx]
  constructor <;> linarith
```

For the four-site cell with $k=2$ and $x=\tfrac12$, the weights are $\tfrac1{16},\tfrac4{16},\tfrac6{16},\tfrac4{16},\tfrac1{16}$. The largest is $w_2=\tfrac38$, which lies between $\tfrac15$ and $1$. The exact formula gives $4\log2+\log\tfrac38=\log6$, and the bounds are

$$4\log2-\log5\approx1.163\;\le\;1.792\;\le\;2.773.$$

## Equality for pure components

The upper bound is attained exactly when $k=0$ or $k=N$. For $0<k<N$ we have $0<x<1$, so $w_0=(1-x)^N$ is positive and $w_k<1$. Then $\log w_k<0$, and the ideal formula overestimates the logarithm of the count. Conversely, for a pure lattice with $N>0$, $x$ is 0 or 1, and both $\log\binom Nk$ and $S(x)$ are zero. The empty lattice satisfies both sides of the equivalence.

```lean
/-- The logarithm of the number of configurations equals `N S(x)` exactly when
all sites hold the same species. -/
theorem log_choose_eq_iff {N k : ℕ} {x : ℝ} (hk : k ≤ N) (hx : (N : ℝ) * x = k) :
    Real.log (N.choose k) = N * mixingEntropy x ↔ k = 0 ∨ k = N := by
  rcases Nat.eq_zero_or_pos N with rfl | hN
  · obtain rfl : k = 0 := by omega
    simp
  have hN' : (N : ℝ) ≠ 0 := by exact_mod_cast hN.ne'
  constructor
  · intro h
    by_contra hne
    have hk0 : 0 < k := by omega
    have hkN : (k : ℝ) < N := by
      have : k < N := by omega
      exact_mod_cast this
    have hk0' : (0 : ℝ) < k := by exact_mod_cast hk0
    obtain ⟨hx0, hx1⟩ := composition_mem hN hk hx
    have hxp : 0 < x := lt_of_le_of_ne hx0 (by
      intro h0
      rw [← h0, mul_zero] at hx
      linarith)
    have hyp : 0 < 1 - x := sub_pos.mpr (lt_of_le_of_ne hx1 (by
      intro h1
      rw [h1, mul_one] at hx
      linarith))
    have hw : ∀ i, i ≤ N → 0 < compositionWeight N x i := fun i hi =>
      mul_pos (by exact_mod_cast Nat.choose_pos hi) (mul_pos (pow_pos hxp _) (pow_pos hyp _))
    -- the outcome `j = 0` (no solute atoms) also has positive weight, so the weight at `k` is below one
    have hlt : compositionWeight N x k < 1 := by
      rw [← sum_compositionWeight N x]
      exact Finset.single_lt_sum (j := 0) (by omega) (mem_range.mpr (by omega))
        (mem_range.mpr (by omega)) (hw 0 (by omega))
        (fun i hi _ => (hw i (by have := mem_range.mp hi; omega)).le)
    have := Real.log_neg (hw k hk) hlt
    have := log_choose_eq hk hx
    linarith
  · rintro (rfl | rfl)
    · have h0 : x = 0 := by simpa [hN'] using hx
      simp [h0, mixingEntropy]
    · have h1 : x = 1 := mul_left_cancel₀ hN' (by rw [hx, mul_one])
      simp [h1, mixingEntropy]
```

## The thermodynamic limit

Let $k_n\le n$ solute atoms occupy $n$ sites, with $k_n/n\to x$. Dividing the bounds by $n\ge1$ gives

$$S\!\left(\frac{k_n}n\right)-\frac{\log(n+1)}n\;\le\;\frac1n\log\binom n{k_n}\;\le\;S\!\left(\frac{k_n}n\right).$$

Since $S$ is continuous, including at the pure compositions, the right-hand side tends to $S(x)$. The correction tends to zero, because $n+1\le2n$ gives

$$\frac{\log(n+1)}n\le\frac{2\log(n+1)}{n+1}\to0.$$

The entropy per site therefore tends to $S(x)$. Lean obtains continuity by writing $S$ as a sum of two `Real.negMulLog` terms, and closes the argument by squeezing the entropy per site between two sequences that both tend to $S(x)$.

```lean
/-- Thermodynamic limit: if the composition `k n / n` tends to `x`, the logarithm of the number
of configurations per site tends to the ideal mixing entropy at `x`. -/
theorem tendsto_log_choose_div {k : ℕ → ℕ} {x : ℝ} (hk : ∀ n, k n ≤ n)
    (hx : Tendsto (fun n : ℕ => (k n : ℝ) / n) atTop (𝓝 x)) :
    Tendsto (fun n : ℕ => Real.log (n.choose (k n)) / n) atTop (𝓝 (mixingEntropy x)) := by
  have hcont : Continuous mixingEntropy := by
    have h : mixingEntropy = fun y => Real.negMulLog y + Real.negMulLog (1 - y) := by
      funext y
      simp only [mixingEntropy, Real.negMulLog]
      ring
    rw [h]
    exact Real.continuous_negMulLog.add
      (Real.continuous_negMulLog.comp (continuous_const.sub continuous_id))
  have hS : Tendsto (fun n : ℕ => mixingEntropy ((k n : ℝ) / n)) atTop
      (𝓝 (mixingEntropy x)) := (hcont.tendsto x).comp hx
  -- the counting correction per site vanishes
  have hlog : Tendsto (fun y : ℝ => Real.log y / y) atTop (𝓝 0) :=
    Real.isLittleO_log_id_atTop.tendsto_div_nhds_zero
  have hn : Tendsto (fun n : ℕ => (n : ℝ) + 1) atTop atTop :=
    tendsto_atTop_add_const_right _ _ tendsto_natCast_atTop_atTop
  have hcorr : Tendsto (fun n : ℕ => 2 * (Real.log ((n : ℝ) + 1) / ((n : ℝ) + 1))) atTop
      (𝓝 0) := by
    simpa using (hlog.comp hn).const_mul 2
  have hlow := hS.sub hcorr
  rw [sub_zero] at hlow
  refine tendsto_of_tendsto_of_tendsto_of_le_of_le' hlow hS ?_ ?_
  · filter_upwards [eventually_ge_atTop 1] with n hn1
    have hn' : (1 : ℝ) ≤ n := by exact_mod_cast hn1
    have hn0 : (0 : ℝ) < n := by linarith
    have hb := (log_choose_bounds (hk n) (mul_div_cancel₀ (k n : ℝ) hn0.ne')).1
    have hL : 0 ≤ Real.log ((n : ℝ) + 1) := Real.log_nonneg (by linarith)
    have hq : 0 ≤ Real.log ((n : ℝ) + 1) / ((n : ℝ) + 1) := div_nonneg hL (by linarith)
    have he : Real.log ((n : ℝ) + 1) / ((n : ℝ) + 1) * ((n : ℝ) + 1) =
        Real.log ((n : ℝ) + 1) := div_mul_cancel₀ _ (by linarith)
    rw [le_div_iff₀ hn0]
    nlinarith [mul_nonneg hq (sub_nonneg.mpr hn')]
  · filter_upwards [eventually_ge_atTop 1] with n hn1
    have hn0 : (0 : ℝ) < n := by exact_mod_cast hn1
    have hb := (log_choose_bounds (hk n) (mul_div_cancel₀ (k n : ℝ) hn0.ne')).2
    rw [div_le_iff₀ hn0]
    linarith

end

end IdealMixingEntropy
```

```lean
#print axioms IdealMixingEntropy.log_choose_bounds
-- 'IdealMixingEntropy.log_choose_bounds' depends on axioms: [propext, Classical.choice, Quot.sound]
#print axioms IdealMixingEntropy.log_choose_eq_iff
-- 'IdealMixingEntropy.log_choose_eq_iff' depends on axioms: [propext, Classical.choice, Quot.sound]
#print axioms IdealMixingEntropy.tendsto_log_choose_div
-- 'IdealMixingEntropy.tendsto_log_choose_div' depends on axioms: [propext, Classical.choice, Quot.sound]
```
